# Reduction of the d and f shells in the octahedral rotation group O

A formal statement of "a d shell splits into E and T₂ in a cubic environment" has to decide how much group theory it builds. One option constructs the 24 rotations of the cube, their matrices on the spherical harmonics and the invariant subspaces. The choice made here is the one a code makes when it stores a character table: the group enters only through five class labels, five class sizes, five rotation angles and a $5\times5$ table of real numbers, and everything is then a statement about functions on five points. These data are input. What gets checked is the arithmetic that leads from them to the multiplicities.

## The identities

The classes $c$ of O are $E$, $8C_3$, $3C_2$, $6C_4$, $6C_2'$, with $g_c$ elements and rotation angle $t_c$. The irreducible representations $a$ are $\mathrm{A_1}, \mathrm{A_2}, \mathrm{E}, \mathrm{T_1}, \mathrm{T_2}$, with characters $\chi_a(c)$; italic $E$ is the identity class and upright $\mathrm{E}$ the two-dimensional representation.

$$
\begin{array}{c|ccccc}
 & E & 8C_3 & 3C_2 & 6C_4 & 6C_2' \\
g_c & 1 & 8 & 3 & 6 & 6 \\
t_c & 0 & 2\pi/3 & \pi & \pi/2 & \pi \\
\mathrm{A_1} & 1 & 1 & 1 & 1 & 1 \\
\mathrm{A_2} & 1 & 1 & 1 & -1 & -1 \\
\mathrm{E} & 2 & -1 & 2 & 0 & 0 \\
\mathrm{T_1} & 3 & 0 & -1 & 1 & -1 \\
\mathrm{T_2} & 3 & 0 & -1 & -1 & 1
\end{array}
$$

For an integer $l \ge 0$ and an angle $t$, the character of angular momentum $l$ is
$$\chi_l(t) = 1 + 2\sum_{m=1}^{l}\cos(mt),$$
and for a real function $f$ on the classes the reduction formula is
$$n_a[f] = \frac{1}{24}\sum_c g_c\,\chi_a(c)\,f(c).$$
Write $n_a(l)$ for $n_a[f]$ with $f(c) = \chi_l(t_c)$. The main result is that $n_a(2)$ is 1 for $\mathrm{E}$ and $\mathrm{T_2}$ and 0 otherwise, that $n_a(3)$ is 1 for $\mathrm{A_2}$, $\mathrm{T_1}$, $\mathrm{T_2}$ and 0 otherwise, and that on every class
$$\chi_2(t_c) = \chi_{\mathrm{E}}(c) + \chi_{\mathrm{T_2}}(c), \qquad \chi_3(t_c) = \chi_{\mathrm{A_2}}(c) + \chi_{\mathrm{T_1}}(c) + \chi_{\mathrm{T_2}}(c).$$
For all $l$ there is also the shift rule $n_a(l+12) = n_a(l) + \chi_a(E)$.

## Where a code relies on them

For a spinless one-electron Hamiltonian that commutes with the rotations of O and is restricted to a single $l$ shell, the multiplicities give the labels and sizes of the symmetry blocks: $2+3$ for a d shell and $1+3+3$ for an f shell. A code that builds symmetry-adapted combinations of d or f functions on a site of symmetry $O$ or $O_h$, or labels projected states there, can compare its counts with these numbers; in $O_h$ the labels also carry the parity, g for d and u for f.

The column convention matters for the labels. The classes $6C_4$ and $6C_2'$ have the same size, so a code that attaches their angles to the wrong columns obtains $(5,-1,1,1,-1)$ for $l=2$, which is the sum of the rows $\mathrm{E}$ and $\mathrm{T_1}$. The multiplicities are still integers and the dimensions still add up to 5; only the label is wrong.

## Derivation

Take the rotation axis as quantisation axis. The $2l+1$ states with $m=-l,\dots,l$ acquire phases $e^{imt}$, so the rotation is a diagonal matrix $R_l(t)$. At $l=0$ the sum in $\chi_0$ is empty, $\chi_0 = 1$, and $R_0$ is the $1\times1$ matrix with entry 1. From the definition,
$$\chi_{l+1}(t) = \chi_l(t) + 2\cos((l+1)t).$$
Going from $l$ to $l+1$ adds the states $m=\pm(l+1)$ to the trace, which contribute $e^{i(l+1)t}+e^{-i(l+1)t} = 2\cos((l+1)t)$. By induction $\operatorname{tr}R_l(t) = \chi_l(t)$.

The same recursion gives the closed form
$$\sin(t/2)\,\chi_l(t) = \sin\big((l+\tfrac12)t\big).$$
At $l=0$ both sides are $\sin(t/2)$. For the step put $u=(l+1)t$. The hypothesis reads $\sin(t/2)\chi_l = \sin(u-t/2)$, and $\sin(u+t/2)-\sin(u-t/2) = 2\cos u\,\sin(t/2)$, so $\sin(t/2)\,(\chi_l + 2\cos u) = \sin(u+t/2)$, which is the formula for $l+1$.

The rows of the table are orthonormal, $n_a[\chi_b] = \delta_{ab}$. The sums $\sum_c g_c\chi_a(c)^2$ are $1+8+3+6+6$ for $\mathrm{A_1}$ and $\mathrm{A_2}$, $4+8+12$ for $\mathrm{E}$, and $9+3+6+6$ for $\mathrm{T_1}$ and $\mathrm{T_2}$, each equal to 24. The mixed sums vanish: $1+8+3-6-6$ for $\mathrm{A_1}$ with $\mathrm{A_2}$; $2-8+6$ for either A with $\mathrm{E}$; $3-3\pm(6-6)$ for either A with either T; $6-6$ for $\mathrm{E}$ with either T; $9+3-6-6$ for $\mathrm{T_1}$ with $\mathrm{T_2}$.

If $f=\sum_b n_b\chi_b$ with real coefficients $n_b$, then linearity and orthonormality give $n_a[f] = \sum_b n_b\delta_{ab} = n_a$. For the converse, let $U$ be the matrix with entries $U_{ac}=\sqrt{g_c/24}\,\chi_a(c)$. Orthonormality says $UU^{T}=1$, and $U$ is square, so $U^{T}U=1$, that is $\sum_a\chi_a(c)\chi_a(c') = (24/g_c)\,\delta_{cc'}$. Hence
$$\sum_a n_a[f]\,\chi_a(c) = \frac1{24}\sum_{c'} g_{c'} f(c')\sum_a\chi_a(c')\chi_a(c) = f(c).$$
Every real function on the five classes therefore has exactly one expansion in the rows, with coefficients $n_a[f]$.

With $x=\cos t$, $\cos 2t = 2x^2-1$ and $\cos 3t = 4x^3-3x$ give
$$\chi_2 = 4x^2+2x-1, \qquad \chi_3 = 8x^3+4x^2-4x-1.$$
The classes have $x = 1,\,-\tfrac12,\,-1,\,0,\,-1$, so $\chi_2 = (5,-1,1,-1,1)$ and $\chi_3=(7,1,-1,-1,-1)$. Multiplying by $g_c$ gives $(5,-8,3,-6,6)$ and $(7,8,-3,-6,-6)$, and the products with the rows are
$$
\begin{array}{c|cc}
 & 24\,n_a(2) & 24\,n_a(3) \\
\mathrm{A_1} & 5-8+3-6+6=0 & 7+8-3-6-6=0 \\
\mathrm{A_2} & 5-8+3+6-6=0 & 7+8-3+6+6=24 \\
\mathrm{E} & 10+8+6=24 & 14-8-6=0 \\
\mathrm{T_1} & 15-3-6-6=0 & 21+3-6+6=24 \\
\mathrm{T_2} & 15-3+6+6=24 & 21+3+6-6=24
\end{array}
$$
Adding rows confirms the character identities: $\mathrm{E}+\mathrm{T_2}$ is $(5,-1,1,-1,1)$ and $\mathrm{A_2}+\mathrm{T_1}+\mathrm{T_2}$ is $(7,1,-1,-1,-1)$.

For the shift rule, $12t$ equals $4\cdot2\pi$, $6\cdot2\pi$ and $3\cdot2\pi$ at $t=2\pi/3$, $\pi$ and $\pi/2$. The right side of the closed form is thus the same for $l+12$ and $l$, and $\sin(t/2)>0$ for $0<t\le\pi$ may be cancelled, so $\chi_{l+12}=\chi_l$ off the identity. On the identity the closed form reads $0=0$, and the definition gives $\chi_l(0)=2l+1$, which grows by 24. Only the term $c=E$ of the reduction formula changes, by $\tfrac1{24}\cdot1\cdot\chi_a(E)\cdot24$.

## A worked instance: $l=14$

The shift rule applied to $l=2$ adds the identity column $(1,1,2,3,3)$ to $(0,0,1,0,1)$ and predicts $n_a(14)=(1,1,3,3,4)$ in the order $\mathrm{A_1},\mathrm{A_2},\mathrm{E},\mathrm{T_1},\mathrm{T_2}$. Directly, $\chi_{14}(0)=29$. At $t=120^\circ$, $14.5\,t=1740^\circ$, equivalent to $300^\circ$, and $\sin300^\circ/\sin60^\circ=-1$. At $t=180^\circ$, $2610^\circ$ is equivalent to $90^\circ$ and the ratio is $1$. At $t=90^\circ$, $1305^\circ$ is equivalent to $225^\circ$, and $\sin225^\circ/\sin45^\circ=-1$. So $\chi_{14}=(29,-1,1,-1,1)$, weighted $(29,-8,3,-6,6)$, and the products with the rows are $24$, $24$, $58+8+6=72$, $87-3-6-6=72$ and $87-3+6+6=96$. Division by 24 returns $(1,1,3,3,4)$, and the dimensions add to $1+1+6+9+12=29$.

## The Lean file

```lean
import Mathlib

open Real Finset

namespace OctahedralSplitting

noncomputable section

/-- The five classes of the rotation group O: E, 8C3, 3C2, 6C4, 6C2'. -/
inductive Cls
  | E | C3 | C2 | C4 | C2'
  deriving DecidableEq

/-- The list of all classes of O. -/
instance : Fintype Cls :=
  ⟨{.E, .C3, .C2, .C4, .C2'}, by intro x; cases x <;> simp⟩

/-- Labels of the five irreducible representations of O. -/
inductive Irrep
  | A1 | A2 | E | T1 | T2
  deriving DecidableEq

/-- The list of all irreducible representations of O. -/
instance : Fintype Irrep :=
  ⟨{.A1, .A2, .E, .T1, .T2}, by intro x; cases x <;> simp⟩

/-- The class function with the listed values on E, 8C3, 3C2, 6C4, 6C2'. -/
def row (a b c d e : ℝ) : Cls → ℝ
  | .E => a
  | .C3 => b
  | .C2 => c
  | .C4 => d
  | .C2' => e

/-- Number of group elements in each class. -/
def size : Cls → ℝ := row 1 8 3 6 6

/-- Rotation angle of each class. -/
def angle : Cls → ℝ := row 0 (2 * π / 3) π (π / 2) π

/-- The character table of O. -/
def table : Irrep → Cls → ℝ
  | .A1 => row 1 1 1 1 1
  | .A2 => row 1 1 1 (-1) (-1)
  | .E => row 2 (-1) 2 0 0
  | .T1 => row 3 0 (-1) 1 (-1)
  | .T2 => row 3 0 (-1) (-1) 1

/-- The reduction formula n_a = (1/24) ∑_c g_c χ_a(c) f(c) for a class function f. -/
def mult (f : Cls → ℝ) (a : Irrep) : ℝ := 1 / 24 * ∑ c, size c * table a c * f c

/-- The character χ_l(t) = 1 + 2 ∑_{m=1..l} cos(m t) of angular momentum l at angle t. -/
def chi (l : ℕ) (t : ℝ) : ℝ := 1 + 2 * ∑ m ∈ Icc 1 l, cos ((m : ℝ) * t)

/-- The character χ_l evaluated at the rotation angle of each class of O. -/
def shell (l : ℕ) (c : Cls) : ℝ := chi l (angle c)

/-- The diagonal matrix of phases exp(i m t) on the states m = k - l, k = 0, ..., 2l. -/
def rot (l : ℕ) (t : ℝ) : Matrix (Fin (2 * l + 1)) (Fin (2 * l + 1)) ℂ :=
  Matrix.diagonal fun k => Complex.exp ((((k : ℕ) : ℂ) - (l : ℂ)) * (t : ℂ) * Complex.I)

/-- A sum over the classes of O, written out term by term. -/
theorem sum_cls (f : Cls → ℝ) : ∑ c, f c = f .E + f .C3 + f .C2 + f .C4 + f .C2' := by
  have h : (univ : Finset Cls) = {.E, .C3, .C2, .C4, .C2'} := by
    ext x; cases x <;> simp
  rw [h]
  simp [Finset.sum_insert, add_assoc]

/-- A sum over the irreducible representations of O, written out term by term. -/
theorem sum_irrep (f : Irrep → ℝ) : ∑ a, f a = f .A1 + f .A2 + f .E + f .T1 + f .T2 := by
  have h : (univ : Finset Irrep) = {.A1, .A2, .E, .T1, .T2} := by
    ext x; cases x <;> simp
  rw [h]
  simp [Finset.sum_insert, add_assoc]

/-- Raising l by one adds 2 cos((l+1) t) to the character. -/
theorem chi_succ (l : ℕ) (t : ℝ) :
    chi (l + 1) t = chi l t + 2 * cos (((l : ℝ) + 1) * t) := by
  unfold chi
  rw [Finset.sum_Icc_succ_top (by omega)]
  push_cast
  ring

/-- The trace of the diagonal matrix of phases exp(i m t), m = -l, ..., l, is χ_l(t). -/
theorem trace_rot (l : ℕ) (t : ℝ) : (rot l t).trace = (chi l t : ℂ) := by
  have key : ∀ l : ℕ, ∑ k ∈ range (2 * l + 1),
      Complex.exp (((k : ℂ) - (l : ℂ)) * (t : ℂ) * Complex.I) = (chi l t : ℂ) := by
    intro l
    induction l with
    | zero => simp [chi]
    | succ l ih =>
      -- peel off the states m = l + 1 and m = -(l + 1)
      rw [show 2 * (l + 1) + 1 = (2 * l + 1) + 1 + 1 by ring, sum_range_succ,
        sum_range_succ', chi_succ]
      have h : ∑ k ∈ range (2 * l + 1), Complex.exp
          ((((k + 1 : ℕ) : ℂ) - ((l + 1 : ℕ) : ℂ)) * (t : ℂ) * Complex.I) = (chi l t : ℂ) := by
        rw [← ih]
        refine sum_congr rfl fun k _ => ?_
        congr 1
        push_cast
        ring
      have e1 : (((0 : ℕ) : ℂ) - ((l + 1 : ℕ) : ℂ)) * (t : ℂ) * Complex.I
          = -(((l : ℂ) + 1) * (t : ℂ)) * Complex.I := by
        push_cast
        ring
      have e2 : (((2 * l + 1 + 1 : ℕ) : ℂ) - ((l + 1 : ℕ) : ℂ)) * (t : ℂ) * Complex.I
          = (((l : ℂ) + 1) * (t : ℂ)) * Complex.I := by
        push_cast
        ring
      rw [h, e1, e2]
      push_cast
      rw [Complex.two_cos]
      ring
  simp only [rot, Matrix.trace_diagonal]
  rw [← key]
  exact Fin.sum_univ_eq_sum_range
    (fun k : ℕ => Complex.exp (((k : ℂ) - (l : ℂ)) * (t : ℂ) * Complex.I)) _

/-- Closed form of the character: sin(t/2) χ_l(t) = sin((l + 1/2) t). -/
theorem chi_closed (l : ℕ) (t : ℝ) :
    sin (t / 2) * chi l t = sin (((l : ℝ) + 1 / 2) * t) := by
  induction l with
  | zero =>
    have h : (((0 : ℕ) : ℝ) + 1 / 2) * t = t / 2 := by
      push_cast
      ring
    rw [h]
    simp [chi]
  | succ l ih =>
    -- sin(u + t/2) - sin(u - t/2) = 2 cos u sin(t/2) with u = (l + 1) t
    have e1 : (((l + 1 : ℕ) : ℝ) + 1 / 2) * t = ((l : ℝ) + 1) * t + t / 2 := by
      push_cast
      ring
    have e2 : ((l : ℝ) + 1 / 2) * t = ((l : ℝ) + 1) * t - t / 2 := by ring
    rw [e2, sin_sub] at ih
    rw [e1, sin_add, chi_succ]
    linear_combination ih

/-- The rows of the character table are orthonormal with class weights g_c / 24. -/
theorem table_orthonormal (a b : Irrep) : mult (table b) a = if a = b then 1 else 0 := by
  cases a <;> cases b <;> simp [mult, sum_cls, size, table, row] <;> norm_num

/-- A class function equals ∑_a n_a χ_a exactly when the coefficients n_a are those given by
the reduction formula. -/
theorem reduction_iff (f : Cls → ℝ) (n : Irrep → ℝ) :
    (∀ c, f c = ∑ a, n a * table a c) ↔ ∀ a, n a = mult f a := by
  constructor
  · intro h a
    simp only [mult, sum_cls, h, sum_irrep]
    cases a <;> simp only [table, size, row] <;> ring
  · intro h c
    simp only [sum_irrep, h, mult, sum_cls]
    cases c <;> simp only [table, size, row] <;> ring

/-- On the classes E, 8C3, 3C2, 6C4, 6C2' the character χ_2 is (5, -1, 1, -1, 1) and
χ_3 is (7, 1, -1, -1, -1). -/
theorem shell_values : shell 2 = row 5 (-1) 1 (-1) 1 ∧ shell 3 = row 7 1 (-1) (-1) (-1) := by
  -- χ_2 and χ_3 as polynomials in cos t
  have h2 : ∀ t, chi 2 t = 4 * cos t ^ 2 + 2 * cos t - 1 := by
    intro t
    have a : chi 1 t = 1 + 2 * cos t := (chi_succ 0 t).trans (by simp [chi])
    have b : chi 2 t = chi 1 t + 2 * cos (2 * t) := (chi_succ 1 t).trans (by norm_num)
    rw [b, a, cos_two_mul]
    ring
  have h3 : ∀ t, chi 3 t = 8 * cos t ^ 3 + 4 * cos t ^ 2 - 4 * cos t - 1 := by
    intro t
    have b : chi 3 t = chi 2 t + 2 * cos (3 * t) := (chi_succ 2 t).trans (by norm_num)
    rw [b, h2, cos_three_mul]
    ring
  have hc : cos (2 * π / 3) = -1 / 2 := by
    rw [show 2 * π / 3 = π - π / 3 by ring, cos_pi_sub, cos_pi_div_three]
    ring
  constructor <;> funext c <;> cases c <;>
    simp only [shell, angle, row, h2, h3, hc, cos_zero, cos_pi, cos_pi_div_two] <;> norm_num

/-- In O the reduction formula gives l = 2 once E and once T2, and l = 3 once each A2, T1, T2,
all other multiplicities being zero; χ_2 and χ_3 are the corresponding sums of characters. -/
theorem d_and_f_splitting :
    (∀ a, mult (shell 2) a = if a = .E ∨ a = .T2 then 1 else 0) ∧
    (∀ c, shell 2 c = table .E c + table .T2 c) ∧
    (∀ a, mult (shell 3) a = if a = .A2 ∨ a = .T1 ∨ a = .T2 then 1 else 0) ∧
    (∀ c, shell 3 c = table .A2 c + table .T1 c + table .T2 c) := by
  rw [shell_values.1, shell_values.2]
  refine ⟨fun a => ?_, fun c => ?_, fun a => ?_, fun c => ?_⟩
  · cases a <;> simp [mult, sum_cls, size, table, row] <;> norm_num
  · cases c <;> simp only [table, row] <;> norm_num
  · cases a <;> simp [mult, sum_cls, size, table, row] <;> norm_num
  · cases c <;> simp only [table, row] <;> norm_num

/-- Raising l by 12 raises the multiplicity of each irreducible representation a by its
character χ_a(E) on the identity class. -/
theorem mult_add_twelve (l : ℕ) (a : Irrep) :
    mult (shell (l + 12)) a = mult (shell l) a + table a .E := by
  -- off the identity, 12 t is a multiple of 2π and the closed form is unchanged
  have per : ∀ (t : ℝ) (k : ℕ), 0 < t → t ≤ π → 12 * t = (k : ℝ) * (2 * π) →
      chi (l + 12) t = chi l t := by
    intro t k h0 h1 h
    have hs : sin (t / 2) ≠ 0 :=
      (sin_pos_of_pos_of_lt_pi (by linarith) (by linarith [pi_pos])).ne'
    have e : (((l + 12 : ℕ) : ℝ) + 1 / 2) * t
        = ((l : ℝ) + 1 / 2) * t + (k : ℝ) * (2 * π) := by
      push_cast
      linear_combination h
    apply mul_left_cancel₀ hs
    rw [chi_closed, chi_closed, e, sin_add_nat_mul_two_pi]
  have hp := pi_pos
  have h3 := per (2 * π / 3) 4 (by linarith) (by linarith) (by push_cast; ring)
  have h2 := per π 6 hp le_rfl (by push_cast; ring)
  have h4 := per (π / 2) 3 (by linarith) (by linarith) (by push_cast; ring)
  -- on the identity the character grows by 24
  have h0 : chi (l + 12) 0 = chi l 0 + 24 := by
    simp [chi]
    ring
  simp only [mult, sum_cls, shell, angle, size, row, h0, h3, h2, h4]
  ring

end

end OctahedralSplitting
```

```lean
#print axioms OctahedralSplitting.table_orthonormal
#print axioms OctahedralSplitting.reduction_iff
#print axioms OctahedralSplitting.d_and_f_splitting
#print axioms OctahedralSplitting.mult_add_twelve
```

```
'OctahedralSplitting.table_orthonormal' depends on axioms: [propext, Classical.choice, Quot.sound]
'OctahedralSplitting.reduction_iff' depends on axioms: [propext, Classical.choice, Quot.sound]
'OctahedralSplitting.d_and_f_splitting' depends on axioms: [propext, Classical.choice, Quot.sound]
'OctahedralSplitting.mult_add_twelve' depends on axioms: [propext, Classical.choice, Quot.sound]
```

## The statements in words

`Cls` and `Irrep` are bare lists of five labels each. The name `.E` is resolved by position: in `table .E c` it is the representation, in `table a .E` the identity class. `row` turns five numbers into a function on the classes in the column order above, and `size`, `angle` and `table` are $g_c$, $t_c$ and $\chi_a(c)$. `mult f a` is $n_a[f]$, a real number; it has no complex conjugate because the table is real. `chi l t` is $\chi_l(t)$ with `l : ℕ`, so $l$ is a non-negative integer, and `shell l c` is $\chi_l(t_c)$. `rot l t` is $R_l(t)$, indexed by $k=0,\dots,2l$ with $m=k-l$. Its phase is $e^{+imt}$; the opposite sign convention reverses the order of the diagonal and leaves the trace unchanged.

`trace_rot` and `chi_closed` hold for every $l$ and every real $t$, the second in product form, without division. `table_orthonormal` is $n_a[\chi_b]=\delta_{ab}$. `reduction_iff` says, for any real `f` and `n`, that $f=\sum_a n_a\chi_a$ on all classes exactly when $n_a=n_a[f]$ for all $a$. `d_and_f_splitting` has no hypotheses and four parts: the multiplicities for $l=2$, the identity for $\chi_2$, and the same two for $l=3$. `mult_add_twelve` is the shift rule for every `l` and `a`.

## How the proof follows the derivation

`sum_cls` and `sum_irrep` write the sums out as five terms. `chi_succ` splits off the top term of the cosine sum. In `trace_rot` the induction is `key`: `sum_range_succ` removes the last index, $m=l+1$, and `sum_range_succ'` the first, $m=-(l+1)$; `h` identifies the remaining terms with the sum for $l$ through $(k+1)-(l+1)=k-l$, and `Complex.two_cos` matches the two removed phases with the cosine. In `chi_closed`, `e1` and `e2` write the two arguments as $u\pm t/2$, the addition formulas expand them, and `linear_combination ih` is the subtraction done above.

`table_orthonormal` evaluates all 25 pairs. `reduction_iff` takes a shorter route than the argument with $U$: in each direction it substitutes one side into the other, splits into five cases and lets `ring` verify a linear identity in the five unknown values, so row and column orthogonality are recomputed implicitly. `shell_values` proves the two polynomials as `h2` and `h3`, gets $\cos(2\pi/3)=-\tfrac12$ as `hc`, and evaluates class by class. `d_and_f_splitting` inserts these values and checks each of its four parts by cases, independently of `reduction_iff`. In `mult_add_twelve`, `per` is the cancellation argument for $0<t\le\pi$ with $12t=k\cdot2\pi$, used with $k=4,6,3$; the instance at $\pi$ serves both $3C_2$ and $6C_2'$, and `h0` is the growth by 24.

## Scope of the guarantee

A code whose sizes, angles and table agree with the ones above can take the multiplicities for $l=2$ and $l=3$, the uniqueness of the expansion and the shift rule as exact. The table is verified to be orthonormal and complete under the class weights, but no group appears in the file, so its being the character table of O, with these class sizes and angles, is assumed. The matrices `rot l t` all refer to one axis and do not form a representation of O; `trace_rot` ties the cosine sum to a trace, and using it for every class relies on the physical input that the character depends on the angle alone.

The results concern characters. No invariant subspace or basis function is constructed, no Hamiltonian appears, and crystal-field statements about level degeneracy, ordering or splitting energy are not among the theorems. That $n_a(l)$ is a non-negative integer for general $l$ is not stated either; the values are given for $l=2$ and $3$ and, by repeated use of the shift rule, for $l$ larger by multiples of 12.

Half-integer angular momentum, double groups and improper operations are absent. As an unverified pointer for tetrahedral sites: in $T_d$ the classes $6S_4$ and $6\sigma_d$ take the place of $6C_4$ and $6C_2'$ and orbital parity contributes a factor $(-1)^l$ on them, which keeps the d result and changes the f result to $\mathrm{A_1}+\mathrm{T_1}+\mathrm{T_2}$.
